# Sunset diagram of a finite-pole propagator: the pole form at fermionic Matsubara frequencies

A: For a local Hubbard interaction of strength U = 1, the second-order sunset diagram built from a spin-independent local propagator with finitely many real poles is, at the fermionic Matsubara frequencies, again a finite sum over real poles. Take real energies eₖ, real weights aₖ, inverse temperature β > 0 and occupations fₖ = 1/(exp(βeₖ) + 1), and let

G(τ) = −∑ₖ aₖ(1 − fₖ) exp(−eₖτ), 0 ≤ τ ≤ β.

Then for w = (2m+1)π/β with m any integer,

∫₀^β exp(iwτ) G(τ)² G(β−τ) dτ = ∑ᵢⱼₖ Wᵢⱼₖ / (iw − eᵢ − eⱼ + eₖ),

Wᵢⱼₖ = aᵢaⱼaₖ [(1−fᵢ)(1−fⱼ)fₖ + fᵢfⱼ(1−fₖ)].

If all aₖ ≥ 0, then all Wᵢⱼₖ ≥ 0. If ∑ₖ aₖ = 1, the Wᵢⱼₖ add up to n(1−n), where n = ∑ₖ aₖfₖ is the filling per spin, so that half filling means n = 1/2.

Q: Is that integral really a self-energy? I would have expected G(−τ) and a minus sign.

A: For a local Hubbard interaction U and a propagator G that is the same for both spins, the second-order sunset term is −U² G(τ)² G(−τ). Antiperiodicity, G(−τ) = −G(β−τ), turns it into U² G(τ)² G(β−τ). The file sets U = 1. So the result gives this one diagram for a local interaction and a finite-pole propagator, not the exact self-energy.

Q: What does Lean take as the system?

A: Only a finite set of level labels, the type `ι`. There is no Hamiltonian.

```lean
import Mathlib

open Filter Topology
open Complex (I)

namespace SunsetDiagram

noncomputable section

variable {ι : Type*} [Fintype ι]
```

The occupation is the Fermi function, with energies measured from the chemical potential.

```lean
/-- The Fermi function at inverse temperature `β` and energy `x`. -/
def fermi (β x : ℝ) : ℝ := 1 / (Real.exp (β * x) + 1)
```

The propagator is postulated in its pole form, not derived from a thermal trace. The functions `a` and `e` hold the weights and energies.

```lean
/-- The pole formula for the imaginary-time propagator on `0 ≤ τ ≤ β`, with pole weights `a` and
pole energies `e`. -/
def green (β : ℝ) (a e : ι → ℝ) (τ : ℝ) : ℝ :=
  -∑ k, a k * (1 - fermi β (e k)) * Real.exp (-e k * τ)
```

Q: That formula is not antiperiodic if I put in a negative τ.

A: Correct, and it is never used there. Both τ and β − τ stay in [0, β] throughout the integral. The frequency and the diagram come next.

```lean
/-- The fermionic Matsubara frequency with integer index `m`. -/
def matsubara (β : ℝ) (m : ℤ) : ℝ := (2 * m + 1) * Real.pi / β

/-- The imaginary-time integral that gives the sunset diagram, with unit interaction strength, when
`w` is a fermionic Matsubara frequency. -/
def sunset (β : ℝ) (a e : ι → ℝ) (w : ℝ) : ℂ :=
  ∫ τ in (0 : ℝ)..β, Complex.exp (I * w * τ) *
    ((green β a e τ ^ 2 * green β a e (β - τ) : ℝ) : ℂ)
```

`sunset` accepts any real `w`, but the theorems evaluate it only at `matsubara β m`. The filling and the triple weight are n and Wᵢⱼₖ as above.

```lean
/-- The filling: the sum of the pole weights times their Fermi occupations. -/
def filling (β : ℝ) (a e : ι → ℝ) : ℝ := ∑ k, a k * fermi β (e k)

/-- The weight of the sunset pole built from the levels `i`, `j` and `k`. -/
def sunsetWeight (β : ℝ) (a e : ι → ℝ) (i j k : ι) : ℝ :=
  a i * a j * a k *
    ((1 - fermi β (e i)) * (1 - fermi β (e j)) * fermi β (e k) +
      fermi β (e i) * fermi β (e j) * (1 - fermi β (e k)))
```

Q: Your W has two terms, two particles with a hole and the reverse. The integrand seems to contain only the first.

A: The second comes from the upper limit of the integral, through detailed balance. Since 1 − f(x) = exp(βx)/(exp(βx) + 1),

(1 − f(x)) exp(−βx) = f(x), f(x) exp(βx) = 1 − f(x).

```lean
/-- Detailed balance: a Boltzmann factor exchanges the empty and occupied probabilities. -/
theorem fermi_balance (β x : ℝ) :
    (1 - fermi β x) * Real.exp (-(β * x)) = fermi β x ∧
      fermi β x * Real.exp (β * x) = 1 - fermi β x := by
  have h0 : Real.exp (β * x) ≠ 0 := (Real.exp_pos _).ne'
  have h1 : Real.exp (β * x) + 1 ≠ 0 := by positivity
  constructor
  · unfold fermi
    rw [Real.exp_neg]
    field_simp
    ring
  · unfold fermi
    field_simp
    ring
```

The frequency supplies a sign: iwβ = i(2m+1)π, so exp(iwβ) = −1. Also w ≠ 0, because 2m+1 is odd.

```lean
/-- A fermionic Matsubara frequency `w` is nonzero and satisfies `exp (i w β) = -1`. -/
theorem matsubara_phase {β : ℝ} (hβ : 0 < β) (m : ℤ) :
    matsubara β m ≠ 0 ∧ Complex.exp (I * (matsubara β m : ℂ) * β) = -1 := by
  constructor
  · have h : (2 * m + 1 : ℤ) ≠ 0 := by omega
    have h' : (2 * (m : ℝ) + 1) ≠ 0 := by exact_mod_cast h
    exact div_ne_zero (mul_ne_zero h' Real.pi_ne_zero) hβ.ne'
  · have hb : (β : ℂ) ≠ 0 := by exact_mod_cast hβ.ne'
    have h : I * (matsubara β m : ℂ) * β = m * (2 * Real.pi * I) + Real.pi * I := by
      unfold matsubara
      push_cast
      field_simp
    rw [h, Complex.exp_add, Complex.exp_int_mul_two_pi_mul_I, Complex.exp_pi_mul_I, one_mul]
```

Now reflect the propagator:

G(β−τ) = −∑ₖ aₖ(1−fₖ) exp(−βeₖ) exp(eₖτ) = −∑ₖ aₖfₖ exp(eₖτ).

Lean splits the exponential in the same way and applies the first balance identity to each term.

```lean
/-- The propagator at the reflected time `β - τ` is a sum over occupied amplitudes. -/
theorem green_reflect (β : ℝ) (a e : ι → ℝ) (τ : ℝ) :
    green β a e (β - τ) = -∑ k, a k * fermi β (e k) * Real.exp (e k * τ) := by
  unfold green
  congr 1
  refine Finset.sum_congr rfl fun k _ => ?_
  have h : Real.exp (-e k * (β - τ)) = Real.exp (-(β * e k)) * Real.exp (e k * τ) := by
    rw [← Real.exp_add]
    congr 1
    ring
  rw [h]
  linear_combination a k * Real.exp (e k * τ) * (fermi_balance β (e k)).1
```

Multiplying the three sums leaves one overall minus sign:

G(τ)² G(β−τ) = −∑ᵢⱼₖ aᵢaⱼaₖ (1−fᵢ)(1−fⱼ)fₖ exp(−(eᵢ+eⱼ−eₖ)τ).

In Lean, `h` factorises each summand, and the triple sum then collapses into a product of single sums.

```lean
/-- The product of the three propagators is a triple sum of exponentials in imaginary time. -/
theorem green_product (β : ℝ) (a e : ι → ℝ) (τ : ℝ) :
    green β a e τ ^ 2 * green β a e (β - τ) = ∑ i, ∑ j, ∑ k, a i * a j * a k *
      (-((1 - fermi β (e i)) * (1 - fermi β (e j)) * fermi β (e k) *
        Real.exp (-(e i + e j - e k) * τ))) := by
  have h : ∀ i j k, a i * a j * a k *
      (-((1 - fermi β (e i)) * (1 - fermi β (e j)) * fermi β (e k) *
        Real.exp (-(e i + e j - e k) * τ))) =
      (a i * (1 - fermi β (e i)) * Real.exp (-e i * τ)) *
        ((a j * (1 - fermi β (e j)) * Real.exp (-e j * τ)) *
          ((-1) * (a k * fermi β (e k) * Real.exp (e k * τ)))) := by
    intro i j k
    have hx : Real.exp (-(e i + e j - e k) * τ) =
        Real.exp (-e i * τ) * Real.exp (-e j * τ) * Real.exp (e k * τ) := by
      rw [← Real.exp_add, ← Real.exp_add]
      congr 1
      ring
    rw [hx]
    ring
  simp only [h, ← Finset.mul_sum, ← Finset.sum_mul]
  rw [green_reflect]
  unfold green
  ring
```

Q: And the integral of one term?

A: Write x, y, z for the three energies, E = x + y − z, c = iw − E and P = (1−f(x))(1−f(y))f(z). Then

−P ∫₀^β exp(cτ) dτ = −P (exp(cβ) − 1)/c = P (1 + exp(−βE))/c,

because exp(cβ) = −exp(−βE). Applying detailed balance to each of the three levels gives

P exp(−βE) = f(x)f(y)(1−f(z)),

which is the missing reverse process. Dividing by c is safe because its imaginary part is w ≠ 0. In the proof, `hbal` is the balance identity, `hc0` the nonzero denominator and `hend` the upper endpoint.

```lean
/-- The Matsubara transform of two particles and one hole with energies `x`, `y` and `z`
is a single pole weighted by the sum of the forward and reverse occupation factors. -/
theorem sunset_mode {β : ℝ} (hβ : 0 < β) (m : ℤ) (x y z : ℝ) :
    ∫ τ in (0 : ℝ)..β, Complex.exp (I * (matsubara β m : ℂ) * τ) *
      ((-((1 - fermi β x) * (1 - fermi β y) * fermi β z *
        Real.exp (-(x + y - z) * τ)) : ℝ) : ℂ) =
    (((1 - fermi β x) * (1 - fermi β y) * fermi β z +
      fermi β x * fermi β y * (1 - fermi β z) : ℝ) : ℂ) /
        (I * (matsubara β m : ℂ) - x - y + z) := by
  obtain ⟨hw, hphase⟩ := matsubara_phase hβ m
  -- detailed balance for the three levels together
  have hbal : (1 - fermi β x) * (1 - fermi β y) * fermi β z * Real.exp (-(x + y - z) * β) =
      fermi β x * fermi β y * (1 - fermi β z) := by
    have hx : Real.exp (-(x + y - z) * β) =
        Real.exp (-(β * x)) * Real.exp (-(β * y)) * Real.exp (β * z) := by
      rw [← Real.exp_add, ← Real.exp_add]
      congr 1
      ring
    calc _ = ((1 - fermi β x) * Real.exp (-(β * x))) *
          ((1 - fermi β y) * Real.exp (-(β * y))) * (fermi β z * Real.exp (β * z)) := by
          rw [hx]; ring
      _ = _ := by rw [(fermi_balance β x).1, (fermi_balance β y).1, (fermi_balance β z).2]
  obtain ⟨c, hc⟩ : ∃ c : ℂ, c = I * (matsubara β m : ℂ) - x - y + z := ⟨_, rfl⟩
  have hc0 : c ≠ 0 := by
    intro h
    rw [hc] at h
    have h' := congrArg Complex.im h
    simp at h'
    exact hw h'
  have hint : ∀ τ : ℝ, Complex.exp (I * (matsubara β m : ℂ) * τ) *
      ((-((1 - fermi β x) * (1 - fermi β y) * fermi β z *
        Real.exp (-(x + y - z) * τ)) : ℝ) : ℂ) =
      (-((1 - fermi β x) * (1 - fermi β y) * fermi β z : ℝ) : ℂ) * Complex.exp (c * τ) := by
    intro τ
    have h : Complex.exp (c * τ) = Complex.exp (I * (matsubara β m : ℂ) * τ) *
        Complex.exp (-((x : ℂ) + y - z) * τ) := by
      rw [← Complex.exp_add, hc]
      congr 1
      ring
    rw [h]
    push_cast
    ring
  -- the upper endpoint carries the fermionic sign
  have hend : Complex.exp (c * β) = -((Real.exp (-(x + y - z) * β) : ℝ) : ℂ) := by
    have h : c * β = I * (matsubara β m : ℂ) * β + ((-(x + y - z) * β : ℝ) : ℂ) := by
      rw [hc]
      push_cast
      ring
    rw [h, Complex.exp_add, hphase, Complex.ofReal_exp]
    ring
  simp only [hint]
  rw [intervalIntegral.integral_const_mul, integral_exp_mul_complex hc0, hend,
    Complex.ofReal_zero, mul_zero, Complex.exp_zero, ← hbal, ← hc]
  push_cast
  ring
```

Summing over triples gives the pole formula. Lean exchanges the integral with each of the three finite sums, using continuity of the integrands, and then applies `sunset_mode`.

```lean
/-- Lehmann form of the sunset diagram: at fermionic Matsubara frequencies it is a sum of
simple poles at the energies `e i + e j - e k` with weights `sunsetWeight`. -/
theorem sunset_lehmann {β : ℝ} (hβ : 0 < β) (a e : ι → ℝ) (m : ℤ) :
    sunset β a e (matsubara β m) = ∑ i, ∑ j, ∑ k,
      (sunsetWeight β a e i j k : ℂ) / (I * (matsubara β m : ℂ) - e i - e j + e k) := by
  have hint : ∀ τ : ℝ, Complex.exp (I * (matsubara β m : ℂ) * τ) *
      ((green β a e τ ^ 2 * green β a e (β - τ) : ℝ) : ℂ) =
      ∑ i, ∑ j, ∑ k, ((a i * a j * a k : ℝ) : ℂ) *
        (Complex.exp (I * (matsubara β m : ℂ) * τ) *
          ((-((1 - fermi β (e i)) * (1 - fermi β (e j)) * fermi β (e k) *
            Real.exp (-(e i + e j - e k) * τ)) : ℝ) : ℂ)) := by
    intro τ
    rw [green_product]
    push_cast
    simp only [Finset.mul_sum]
    refine Finset.sum_congr rfl fun i _ => Finset.sum_congr rfl fun j _ =>
      Finset.sum_congr rfl fun k _ => ?_
    ring
  unfold sunset
  simp only [hint]
  -- exchange the integral with the three finite sums
  refine (intervalIntegral.integral_finsetSum ?_).trans (Finset.sum_congr rfl fun i _ => ?_)
  · intro i _
    exact Continuous.intervalIntegrable (by fun_prop) _ _
  refine (intervalIntegral.integral_finsetSum ?_).trans (Finset.sum_congr rfl fun j _ => ?_)
  · intro j _
    exact Continuous.intervalIntegrable (by fun_prop) _ _
  refine (intervalIntegral.integral_finsetSum ?_).trans (Finset.sum_congr rfl fun k _ => ?_)
  · intro k _
    exact Continuous.intervalIntegrable (by fun_prop) _ _
  rw [intervalIntegral.integral_const_mul, sunset_mode hβ]
  unfold sunsetWeight
  push_cast
  ring
```

Q: The weights can be negative here?

A: Yes. `sunset_lehmann` needs only β > 0 and an integer `m`; neither positivity nor normalisation enters. It is an identity at the discrete Matsubara points, however. The retarded form of the diagram follows from the pole sum by replacing iw with ω + i0⁺, a step that is not formalised here. A continuous spectrum or momentum-dependent lines would need a different model.

Q: Where does positivity enter, then?

A: As the hypothesis `ha`, which says that every aₖ ≥ 0, as for the spectral weights of a diagonal propagator. The Fermi function is nonnegative, and so is 1 − f(x) = f(x) exp(βx). Every factor in W is therefore nonnegative.

```lean
omit [Fintype ι] in
/-- Nonnegative propagator weights give nonnegative sunset weights. -/
theorem sunsetWeight_nonneg (β : ℝ) {a : ι → ℝ} (e : ι → ℝ) (ha : ∀ k, 0 ≤ a k)
    (i j k : ι) : 0 ≤ sunsetWeight β a e i j k := by
  have h0 : ∀ x, 0 ≤ fermi β x := fun x => by unfold fermi; positivity
  have h1 : ∀ x, 0 ≤ 1 - fermi β x := fun x => by
    rw [← (fermi_balance β x).2]
    exact mul_nonneg (h0 x) (Real.exp_pos _).le
  exact mul_nonneg (mul_nonneg (mul_nonneg (ha i) (ha j)) (ha k))
    (add_nonneg (mul_nonneg (mul_nonneg (h1 _) (h1 _)) (h0 _))
      (mul_nonneg (mul_nonneg (h0 _) (h0 _)) (h1 _)))
```

Q: And n(1−n)?

A: That uses `hs`, the normalisation ∑ₖ aₖ = 1, which stands for the canonical anticommutator of a single orbital. It gives ∑ₖ aₖ(1−fₖ) = 1 − n, and each part of W factorises:

∑ᵢⱼₖ Wᵢⱼₖ = (1−n)²n + n²(1−n) = n(1−n).

The proof names the two single sums `hA` and `hB`. Positivity is not needed.

```lean
/-- For a normalised propagator with filling `n`, the sunset weights add up to `n (1 - n)`. -/
theorem sunsetWeight_total (β : ℝ) {a : ι → ℝ} (e : ι → ℝ) (hs : ∑ k, a k = 1) :
    ∑ i, ∑ j, ∑ k, sunsetWeight β a e i j k =
      filling β a e * (1 - filling β a e) := by
  have hA : ∑ k, a k * (1 - fermi β (e k)) = 1 - filling β a e := by
    simp only [mul_sub, mul_one, Finset.sum_sub_distrib, hs, filling]
  have hB : ∑ k, a k * fermi β (e k) = filling β a e := rfl
  have h : ∀ i j k, sunsetWeight β a e i j k =
      (a i * (1 - fermi β (e i))) * ((a j * (1 - fermi β (e j))) * (a k * fermi β (e k))) +
      (a i * fermi β (e i)) * ((a j * fermi β (e j)) * (a k * (1 - fermi β (e k)))) := by
    intro i j k
    unfold sunsetWeight
    ring
  simp only [h, Finset.sum_add_distrib, ← Finset.mul_sum, ← Finset.sum_mul]
  rw [hA, hB]
  ring
```

Q: Does the result have the sign I expect of a causal self-energy?

A: With nonnegative weights, yes. For one pole at E = eᵢ + eⱼ − eₖ,

w · Im[Wᵢⱼₖ/(iw − E)] = −Wᵢⱼₖ w²/(w² + E²) ≤ 0,

and a sum of nonpositive terms is nonpositive. Lean takes the imaginary part term by term and uses `sunsetWeight_nonneg`.

```lean
/-- For nonnegative weights, the imaginary part of the sunset diagram never has the same
sign as the Matsubara frequency. -/
theorem sunset_im_sign {β : ℝ} (hβ : 0 < β) {a : ι → ℝ} (e : ι → ℝ)
    (ha : ∀ k, 0 ≤ a k) (m : ℤ) :
    matsubara β m * (sunset β a e (matsubara β m)).im ≤ 0 := by
  rw [sunset_lehmann hβ]
  simp only [Complex.im_sum, Finset.mul_sum]
  refine Finset.sum_nonpos fun i _ => Finset.sum_nonpos fun j _ =>
    Finset.sum_nonpos fun k _ => ?_
  have him : (I * (matsubara β m : ℂ) - e i - e j + e k).im = matsubara β m := by simp
  rw [Complex.div_im, Complex.ofReal_im, Complex.ofReal_re, him]
  have h := div_nonneg (mul_nonneg (sunsetWeight_nonneg β e ha i j k)
    (sq_nonneg (matsubara β m)))
    (Complex.normSq_nonneg (I * (matsubara β m : ℂ) - e i - e j + e k))
  refine le_of_eq_of_le ?_ (neg_nonpos.2 h)
  ring
```

Q: I would also check the high-frequency tail in a numerical calculation.

A: For normalised weights its leading coefficient, that of 1/(iw), is fixed by the filling. Each pole contributes

iw · Wᵢⱼₖ/(iw − E) = Wᵢⱼₖ/(1 − E/(iw)) → Wᵢⱼₖ

as m → ∞ at fixed β. Adding the finitely many limits gives iw times the diagram → n(1−n). In Lean, `aux` is the algebraic rewriting, `hterm` the limit for one pole, and `hlim` identifies the total weight. The index `m` runs through the natural numbers, so this is the limit towards large positive frequency.

```lean
/-- High-frequency tail: for a normalised propagator with filling `n`, the sunset diagram
times `i w` tends to `n (1 - n)` as the Matsubara index grows. -/
theorem sunset_tail {β : ℝ} (hβ : 0 < β) {a : ι → ℝ} (e : ι → ℝ) (hs : ∑ k, a k = 1) :
    Tendsto (fun m : ℕ => I * (matsubara β m : ℂ) * sunset β a e (matsubara β m)) atTop
      (𝓝 ((filling β a e * (1 - filling β a e) : ℝ) : ℂ)) := by
  have hw : Tendsto (fun m : ℕ => matsubara β m) atTop atTop := by
    simp only [matsubara, Int.cast_natCast]
    exact Tendsto.atTop_div_const hβ (Tendsto.atTop_mul_const Real.pi_pos
      (tendsto_atTop_add_const_right _ _
        (Tendsto.const_mul_atTop two_pos tendsto_natCast_atTop_atTop)))
  have hinv : Tendsto (fun m : ℕ => (I * (matsubara β m : ℂ))⁻¹) atTop (𝓝 0) := by
    have h := (Complex.continuous_ofReal.tendsto 0).comp (tendsto_inv_atTop_zero.comp hw)
    have h2 : Tendsto (fun m : ℕ => I⁻¹ * (((matsubara β m)⁻¹ : ℝ) : ℂ)) atTop
        (𝓝 (I⁻¹ * ((0 : ℝ) : ℂ))) := h.const_mul _
    rw [Complex.ofReal_zero, mul_zero] at h2
    refine h2.congr fun m => ?_
    rw [Complex.ofReal_inv, mul_inv]
  have aux : ∀ u W E : ℂ, u ≠ 0 → W / (1 - E * u⁻¹) = u * (W / (u - E)) := by
    intro u W E hu
    have h : 1 - E * u⁻¹ = (u - E) / u := by
      rw [sub_div, div_self hu, div_eq_mul_inv]
    rw [h, div_div_eq_mul_div]
    ring
  -- each pole contributes its weight to the tail
  have hterm : ∀ i j k, Tendsto (fun m : ℕ => I * (matsubara β m : ℂ) *
      ((sunsetWeight β a e i j k : ℂ) / (I * (matsubara β m : ℂ) - e i - e j + e k)))
      atTop (𝓝 (sunsetWeight β a e i j k : ℂ)) := by
    intro i j k
    have h3 : Tendsto (fun m : ℕ => (sunsetWeight β a e i j k : ℂ) /
        (1 - ((e i : ℂ) + e j - e k) * (I * (matsubara β m : ℂ))⁻¹)) atTop
        (𝓝 ((sunsetWeight β a e i j k : ℂ) / (1 - ((e i : ℂ) + e j - e k) * 0))) :=
      tendsto_const_nhds.div (tendsto_const_nhds.sub (hinv.const_mul _)) (by simp)
    rw [mul_zero, sub_zero, div_one] at h3
    refine h3.congr fun m => ?_
    have hu : I * (matsubara β m : ℂ) ≠ 0 :=
      mul_ne_zero Complex.I_ne_zero (Complex.ofReal_ne_zero.2 (matsubara_phase hβ m).1)
    have hd : I * (matsubara β m : ℂ) - e i - e j + e k =
        I * (matsubara β m : ℂ) - ((e i : ℂ) + e j - e k) := by ring
    rw [hd]
    exact aux _ _ _ hu
  have hlim : ((filling β a e * (1 - filling β a e) : ℝ) : ℂ) =
      ∑ i, ∑ j, ∑ k, (sunsetWeight β a e i j k : ℂ) := by
    rw [← sunsetWeight_total β e hs]
    simp only [Complex.ofReal_sum]
  rw [hlim]
  refine (tendsto_finsetSum _ fun i _ => tendsto_finsetSum _ fun j _ =>
    tendsto_finsetSum _ fun k _ => hterm i j k).congr fun m => ?_
  rw [sunset_lehmann hβ]
  simp only [Finset.mul_sum]

end

end SunsetDiagram
```

```lean
#print axioms SunsetDiagram.sunset_lehmann
#print axioms SunsetDiagram.sunset_im_sign
#print axioms SunsetDiagram.sunset_tail
```

```
'SunsetDiagram.sunset_lehmann' depends on axioms: [propext, Classical.choice, Quot.sound]
'SunsetDiagram.sunset_im_sign' depends on axioms: [propext, Classical.choice, Quot.sound]
'SunsetDiagram.sunset_tail' depends on axioms: [propext, Classical.choice, Quot.sound]
```
